# The Helmholtz free energy of a quantum harmonic mode as zero-point energy plus a thermal term

A single quantum harmonic mode of frequency w > 0 has levels w(n + 1/2), n = 0, 1, 2, …, and is held in the canonical ensemble at temperature T > 0, in units with ħ = k_B = 1. The theorem `freeEnergy_eq` states that its free energy F = −T log Z equals w/2 + T log(1 − exp(−w/T)), and also T log(2 sinh(w/(2T))). For the first form, the attempt takes the logarithm of the closed form of Z already proved in `partitionFunction_eq`. For the second, it writes 2 sinh(w/(2T)) as exp(w/(2T)) (1 − exp(−w/T)) and takes the logarithm of that product. Both steps use the fact `hq`, that 1 − exp(−w/T) is not zero.

As first written in Lean, the proof fails:

```lean
import Mathlib

open Filter Topology Asymptotics

namespace FreeEnergyEq

noncomputable section

/-- Energy of the `n`-th level of a harmonic mode of frequency `w`, in units with `ħ = 1`. -/
def level (w : ℝ) (n : ℕ) : ℝ := w * (n + 1 / 2)

/-- Canonical partition function of the mode at temperature `T > 0`, with `k_B = 1`. -/
def partitionFunction (w T : ℝ) : ℝ := ∑' n : ℕ, Real.exp (-level w n / T)

/-- Helmholtz free energy `F = -T log Z`, for `T > 0`. -/
def freeEnergy (w T : ℝ) : ℝ := -T * Real.log (partitionFunction w T)

/-- For `x > 0` both `1 - exp (-x)` and `exp x - 1` are positive, and the ratio
`exp (-x) / (1 - exp (-x))` is the Bose-Einstein occupation. -/
theorem bose_occupation {x : ℝ} (hx : 0 < x) :
    0 < 1 - Real.exp (-x) ∧ 0 < Real.exp x - 1 ∧
      Real.exp (-x) / (1 - Real.exp (-x)) = 1 / (Real.exp x - 1) := by
  have hq : 0 < 1 - Real.exp (-x) := sub_pos.2 (Real.exp_lt_one_iff.2 (neg_lt_zero.2 hx))
  have hE : 0 < Real.exp x - 1 := sub_pos.2 (Real.one_lt_exp_iff.2 hx)
  have h : Real.exp (-x) * Real.exp x = 1 := by
    rw [← Real.exp_add, neg_add_cancel, Real.exp_zero]
  refine ⟨hq, hE, ?_⟩
  rw [div_eq_div_iff hq.ne' hE.ne']
  linear_combination h

/-- For `w, T > 0` the partition function is the zero-point factor times a geometric series. -/
theorem partitionFunction_eq {w T : ℝ} (hw : 0 < w) (hT : 0 < T) :
    partitionFunction w T = Real.exp (-(w / T) / 2) * (1 - Real.exp (-(w / T)))⁻¹ := by
  have h : ∀ n : ℕ, Real.exp (-level w n / T)
      = Real.exp (-(w / T) / 2) * Real.exp (-(w / T)) ^ n := by
    intro n
    rw [← Real.exp_nat_mul, ← Real.exp_add]
    congr 1
    unfold level
    ring
  unfold partitionFunction
  simp only [h]
  rw [tsum_mul_left, tsum_geometric_of_lt_one (Real.exp_pos _).le
    (sub_pos.1 (bose_occupation (div_pos hw hT)).1)]

/-- For `w, T > 0` the free energy is the zero-point energy plus a thermal part, and equals
`T log (2 sinh (w / 2T))`. -/
theorem freeEnergy_eq {w T : ℝ} (hw : 0 < w) (hT : 0 < T) :
    freeEnergy w T = w / 2 + T * Real.log (1 - Real.exp (-(w / T))) ∧
      freeEnergy w T = T * Real.log (2 * Real.sinh (w / (2 * T))) := by
  have hq : 1 - Real.exp (-(w / T)) ≠ 0 :=
    (sub_pos.2 (Real.exp_lt_one (neg_lt_zero.2 (div_pos hw hT)))).ne'
  have h : T * (w / T) = w := by field_simp
  have h1 : freeEnergy w T = w / 2 + T * Real.log (1 - Real.exp (-(w / T))) := by
    unfold freeEnergy
    rw [partitionFunction_eq hw hT, Real.log_mul (Real.exp_ne_zero _) (inv_ne_zero hq),
      Real.log_exp, Real.log_inv]
    linear_combination h / 2
  -- factor the growing exponential out of the hyperbolic sine
  have hs : 2 * Real.sinh (w / (2 * T))
      = Real.exp (w / T / 2) * (1 - Real.exp (-(w / T))) := by
    rw [Real.sinh_eq, mul_sub, mul_one, ← Real.exp_add,
      show w / T / 2 + -(w / T) = -(w / (2 * T)) by ring,
      show w / T / 2 = w / (2 * T) by ring]
    ring
  refine ⟨h1, ?_⟩
  rw [h1, hs, Real.log_mul (Real.exp_ne_zero _) hq, Real.log_exp]
  linear_combination -h / 2

end

end FreeEnergyEq
```

Lean reports:

```
Main.lean:52:16: error(lean.unknownIdentifier): Unknown constant `Real.exp_lt_one`
```

Cause. The message says that Lean knows no constant called `Real.exp_lt_one`. The proof of `hq` calls on that name for the inequality exp(−w/T) < 1, from which `sub_pos.2` would give 0 < 1 − exp(−w/T), and `.ne'` that the difference is not zero. The reasoning is sound, but the lemma it cites does not exist under that name.

The repair needs no new lemma, because the file has already proved the inequality. The first part of `bose_occupation` says that 1 − exp(−x) is positive for x > 0, and its proof uses the equivalence `Real.exp_lt_one_iff`, which Lean accepts. Applied to `div_pos hw hT`, the proof that w/T > 0, it gives 0 < 1 − exp(−w/T), and `.ne'` turns this into the same `hq` as before. The rest of the proof is unchanged.

The new line also leaves out the written statement of `hq`, which Lean can read off from the term. That is mere tidying.

The mended proof, as a diff:

```diff
@@ -49,6 +49,5 @@
     freeEnergy w T = w / 2 + T * Real.log (1 - Real.exp (-(w / T))) ∧
       freeEnergy w T = T * Real.log (2 * Real.sinh (w / (2 * T))) := by
-  have hq : 1 - Real.exp (-(w / T)) ≠ 0 :=
-    (sub_pos.2 (Real.exp_lt_one (neg_lt_zero.2 (div_pos hw hT)))).ne'
+  have hq := (bose_occupation (div_pos hw hT)).1.ne'
   have h : T * (w / T) = w := by field_simp
   have h1 : freeEnergy w T = w / 2 + T * Real.log (1 - Real.exp (-(w / T))) := by
```
